# The potential of a Gaussian-blurred charge falls with distance and stays finite at contact

When the embedding term of a QM/MM calculation is assembled, the point-charge potential $q/r$ of an MM atom with charge $q>0$ close to the quantum region can be replaced by that of a Gaussian charge cloud, so that the electrons meet a finite well and not a Coulomb singularity. For a positive unit charge with a density proportional to $e^{-(r/s)^2}$, $s>0$, the blurred potential in atomic units decreases strictly with the distance $r>0$, lies below both $1/r$ and $2/(s\sqrt\pi)$, and tends to the second value as $r\to0$.

```lean
import Mathlib

open Filter Topology
open scoped Real

namespace GaussianBlurredCharge

noncomputable section

/-- The Gaussian integral from `0` to `x`. -/
def gaussInt (x : ℝ) : ℝ := ∫ t in (0 : ℝ)..x, Real.exp (-t ^ 2)

/-- Potential at distance `r` of a unit charge blurred over the width `s`, in atomic units;
the domain is `r > 0`, `s > 0`. -/
def potential (s r : ℝ) : ℝ := 2 / (√π * r) * gaussInt (r / s)

/-- Radial force on a unit test charge at distance `r` from the blurred charge;
the domain is `r > 0`, `s > 0`. -/
def force (s r : ℝ) : ℝ :=
  2 / (√π * r ^ 2) * (gaussInt (r / s) - r / s * Real.exp (-(r / s) ^ 2))

/-- Gaussian charge density of width `s` at distance `r` from its centre;
the domain is `s > 0`. -/
def density (s r : ℝ) : ℝ := Real.exp (-(r / s) ^ 2) / (√π * s) ^ 3

/-- The Gaussian integral grows at the rate `exp (-x²)`. -/
theorem hasDerivAt_gaussInt (x : ℝ) : HasDerivAt gaussInt (Real.exp (-x ^ 2)) x := by
  have hc : Continuous (fun t : ℝ => Real.exp (-t ^ 2)) := by fun_prop
  exact intervalIntegral.integral_hasDerivAt_right (hc.intervalIntegrable _ _)
    (hc.stronglyMeasurableAtFilter _ _) hc.continuousAt

/-- The combination `G(x) - x exp (-x²)`, with `G` the Gaussian integral, grows at the
rate `2 x² exp (-x²)`. -/
theorem hasDerivAt_enclosed (x : ℝ) :
    HasDerivAt (fun y => gaussInt y - y * Real.exp (-y ^ 2))
      (2 * x ^ 2 * Real.exp (-x ^ 2)) x := by
  have he : HasDerivAt (fun y : ℝ => Real.exp (-y ^ 2))
      (Real.exp (-x ^ 2) * (-(2 * x))) x :=
    ((hasDerivAt_pow 2 x).fun_neg.exp).congr_deriv (by norm_num)
  exact ((hasDerivAt_gaussInt x).fun_sub ((hasDerivAt_id' x).fun_mul he)).congr_deriv
    (by ring)

/-- For `x > 0` the Gaussian integral lies strictly between `x exp (-x²)` and `x`. -/
theorem gaussInt_bounds {x : ℝ} (hx : 0 < x) :
    x * Real.exp (-x ^ 2) < gaussInt x ∧ gaussInt x < x := by
  have h0 : gaussInt 0 = 0 := by simp [gaussInt]
  constructor
  · have hm : StrictMonoOn (fun y => gaussInt y - y * Real.exp (-y ^ 2)) (Set.Ici 0) := by
      refine strictMonoOn_of_deriv_pos (convex_Ici 0)
        (fun y _ => (hasDerivAt_enclosed y).continuousAt.continuousWithinAt) ?_
      intro y hy
      rw [interior_Ici] at hy
      have hy' : 0 < y := hy
      rw [(hasDerivAt_enclosed y).deriv]
      positivity
    have h : gaussInt 0 - 0 * Real.exp (-0 ^ 2) < gaussInt x - x * Real.exp (-x ^ 2) :=
      hm (Set.mem_Ici.2 le_rfl) (Set.mem_Ici.2 hx.le) hx
    rw [h0, zero_mul] at h
    linarith
  · have hd : ∀ y, HasDerivAt (fun z => z - gaussInt z) (1 - Real.exp (-y ^ 2)) y :=
      fun y => (hasDerivAt_id' y).fun_sub (hasDerivAt_gaussInt y)
    have hm : StrictMonoOn (fun z => z - gaussInt z) (Set.Ici 0) := by
      refine strictMonoOn_of_deriv_pos (convex_Ici 0)
        (fun y _ => (hd y).continuousAt.continuousWithinAt) ?_
      intro y hy
      rw [interior_Ici] at hy
      have hy' : 0 < y ^ 2 := pow_pos hy 2
      rw [(hd y).deriv]
      exact sub_pos.2 (Real.exp_lt_one_iff.2 (by linarith))
    have h : 0 - gaussInt 0 < x - gaussInt x :=
      hm (Set.mem_Ici.2 le_rfl) (Set.mem_Ici.2 hx.le) hx
    linarith

/-- The Gaussian integral tends to `√π / 2` as its upper limit goes to infinity. -/
theorem tendsto_gaussInt : Tendsto gaussInt atTop (𝓝 (√π / 2)) := by
  have hi : MeasureTheory.Integrable (fun t : ℝ => Real.exp (-t ^ 2)) := by
    simpa using integrable_exp_neg_mul_sq (one_pos : (0 : ℝ) < 1)
  have hv : ∫ t in Set.Ioi (0 : ℝ), Real.exp (-t ^ 2) = √π / 2 := by
    simpa using integral_gaussian_Ioi 1
  rw [← hv]
  exact MeasureTheory.intervalIntegral_tendsto_integral_Ioi 0 hi.integrableOn tendsto_id

/-- The Gaussian integral stays strictly below `√π / 2`. -/
theorem gaussInt_lt (x : ℝ) : gaussInt x < √π / 2 := by
  have hm : StrictMono gaussInt := strictMono_of_deriv_pos fun y => by
    rw [(hasDerivAt_gaussInt y).deriv]
    exact Real.exp_pos _
  exact (hm (lt_add_one x)).trans_le (hm.monotone.ge_of_tendsto tendsto_gaussInt (x + 1))

/-- Gauss's law in radial form: for `s, r > 0` the density is positive, and `r²` times the
force grows with `r` at the rate `4π r²` times the density. -/
theorem gauss_law {s r : ℝ} (hs : 0 < s) (hr : 0 < r) :
    0 < density s r ∧
      HasDerivAt (fun x => x ^ 2 * force s x) (4 * π * r ^ 2 * density s r) r := by
  have hp : 0 < √π := Real.sqrt_pos.2 Real.pi_pos
  refine ⟨by unfold density; positivity, ?_⟩
  have h0 : HasDerivAt (fun x : ℝ => x / s) (1 / s) r := (hasDerivAt_id' r).div_const s
  have h1 := ((hasDerivAt_enclosed (r / s)).comp r h0).const_mul (2 / √π)
  have key : ∀ p e : ℝ, 0 < p →
      2 / p * (2 * (r / s) ^ 2 * e * (1 / s)) = 4 * p ^ 2 * r ^ 2 * (e / (p * s) ^ 3) := by
    intro p e hp
    field_simp
    ring
  have h2 := h1.congr_deriv (key (√π) (Real.exp (-(r / s) ^ 2)) hp)
  rw [Real.sq_sqrt Real.pi_pos.le] at h2
  -- away from the origin the factor r² cancels the one in the force
  refine h2.congr_of_eventuallyEq ?_
  filter_upwards [eventually_gt_nhds hr] with x hx
  simp only [force, Function.comp_apply]
  field_simp

/-- For `s, r > 0` the force is minus the slope of the potential; it is repulsive and
strictly weaker than the force `1/r²` of a point charge. -/
theorem force_spec {s r : ℝ} (hs : 0 < s) (hr : 0 < r) :
    HasDerivAt (potential s) (-force s r) r ∧ 0 < force s r ∧ force s r < 1 / r ^ 2 := by
  have hp : 0 < √π := Real.sqrt_pos.2 Real.pi_pos
  have hx : 0 < r / s := div_pos hr hs
  refine ⟨?_, mul_pos (by positivity) (sub_pos.2 (gaussInt_bounds hx).1), ?_⟩
  · have h0 : HasDerivAt (fun x : ℝ => x / s) (1 / s) r := (hasDerivAt_id' r).div_const s
    have h1 : HasDerivAt (fun x => gaussInt (x / s))
        (Real.exp (-(r / s) ^ 2) * (1 / s)) r := by
      have hcomp := (hasDerivAt_gaussInt (r / s)).comp r h0
      exact hcomp
    have h2 := (h1.fun_div (hasDerivAt_id' r) hr.ne').const_mul (2 / √π)
    have hV : potential s = fun x => 2 / √π * (gaussInt (x / s) / x) := by
      funext x
      unfold potential
      ring
    rw [hV]
    exact h2.congr_deriv (by unfold force; ring)
  · have he : 0 < r / s * Real.exp (-(r / s) ^ 2) := by positivity
    calc force s r < 2 / (√π * r ^ 2) * (√π / 2) :=
          mul_lt_mul_of_pos_left (by linarith [gaussInt_lt (r / s)]) (by positivity)
      _ = 1 / r ^ 2 := by field_simp

/-- For `s > 0` the potential of the blurred charge is strictly decreasing on `r > 0`, lies
below both `1/r` and `2/(s√π)`, and tends to `2/(s√π)` as `r` tends to `0` from above. -/
theorem potential_damped {s : ℝ} (hs : 0 < s) :
    StrictAntiOn (potential s) (Set.Ioi 0) ∧
      (∀ r, 0 < r → potential s r < 1 / r ∧ potential s r < 2 / (s * √π)) ∧
      Tendsto (potential s) (𝓝[>] 0) (𝓝 (2 / (s * √π))) := by
  have hp : 0 < √π := Real.sqrt_pos.2 Real.pi_pos
  have hb : ∀ r, 0 < r → potential s r < 1 / r ∧ potential s r < 2 / (s * √π) := by
    intro r hr
    have hc : 0 < 2 / (√π * r) := by positivity
    constructor
    · calc potential s r < 2 / (√π * r) * (√π / 2) :=
            mul_lt_mul_of_pos_left (gaussInt_lt _) hc
        _ = 1 / r := by field_simp
    · calc potential s r < 2 / (√π * r) * (r / s) :=
            mul_lt_mul_of_pos_left (gaussInt_bounds (div_pos hr hs)).2 hc
        _ = 2 / (s * √π) := by field_simp
  refine ⟨?_, hb, ?_⟩
  · -- a repulsive force means a decreasing potential
    refine strictAntiOn_of_deriv_neg (convex_Ioi 0)
      (fun r hr => (force_spec hs hr).1.continuousAt.continuousWithinAt) ?_
    intro r hr
    rw [interior_Ioi] at hr
    rw [(force_spec hs hr).1.deriv]
    exact neg_neg_of_pos (force_spec hs hr).2.1
  · -- squeeze between a Gaussian of the same height and the constant bound
    have hc : Continuous (fun r : ℝ => 2 / (s * √π) * Real.exp (-(r / s) ^ 2)) := by
      fun_prop
    have hl : Tendsto (fun r : ℝ => 2 / (s * √π) * Real.exp (-(r / s) ^ 2))
        (𝓝[>] 0) (𝓝 (2 / (s * √π))) := by
      have h := (hc.tendsto 0).mono_left (nhdsWithin_le_nhds (s := Set.Ioi 0))
      simpa using h
    refine tendsto_of_tendsto_of_tendsto_of_le_of_le' hl tendsto_const_nhds ?_ ?_
    · filter_upwards [self_mem_nhdsWithin] with r hr
      have hr' : 0 < r := hr
      calc 2 / (s * √π) * Real.exp (-(r / s) ^ 2)
          = 2 / (√π * r) * (r / s * Real.exp (-(r / s) ^ 2)) := by field_simp
        _ ≤ potential s r := mul_le_mul_of_nonneg_left
            (gaussInt_bounds (div_pos hr' hs)).1.le (by positivity)
    · filter_upwards [self_mem_nhdsWithin] with r hr
      exact (hb r hr).2.le

/-- For `s > 0` the ratio of the blurred potential to the point-charge potential `1/r`
tends to one at large distance. -/
theorem potential_long_range {s : ℝ} (hs : 0 < s) :
    Tendsto (fun r => r * potential s r) atTop (𝓝 1) := by
  have hp : 0 < √π := Real.sqrt_pos.2 Real.pi_pos
  have h := (tendsto_gaussInt.comp (tendsto_id.atTop_div_const hs)).const_mul (2 / √π)
  have h1 : 2 / √π * (√π / 2) = 1 := by field_simp
  rw [h1] at h
  refine h.congr' ?_
  filter_upwards [eventually_gt_atTop 0] with r hr
  simp only [potential, Function.comp_apply, id_eq]
  field_simp

end

end GaussianBlurredCharge
```

```lean
#print axioms GaussianBlurredCharge.gauss_law
#print axioms GaussianBlurredCharge.potential_damped
#print axioms GaussianBlurredCharge.potential_long_range
```

```
'GaussianBlurredCharge.gauss_law' depends on axioms: [propext, Classical.choice, Quot.sound]
'GaussianBlurredCharge.potential_damped' depends on axioms: [propext, Classical.choice, Quot.sound]
'GaussianBlurredCharge.potential_long_range' depends on axioms: [propext, Classical.choice, Quot.sound]
```

## Three statements about one radial function

Write

$$G(x)=\int_0^x e^{-t^2}\,dt,\qquad V(r)=\frac{2}{\sqrt\pi\,r}\,G(r/s).$$

In the code $G$ is `gaussInt` and $V(r)$ is `potential s r`, with the width as the first argument. In textbook notation $V(r)=\operatorname{erf}(r/s)/r$, because $\operatorname{erf}(x)=2G(x)/\sqrt\pi$. Both arguments are real numbers, read as lengths in bohr; the value is then in hartree per elementary charge.

The theorem `potential_damped` assumes only `0 < s` and has three parts:

- `StrictAntiOn (potential s) (Set.Ioi 0)` says that $0<r_1<r_2$ implies $V(r_2)<V(r_1)$.
- For every $r>0$, both $V(r)<1/r$ and $V(r)<2/(s\sqrt\pi)$ hold. The first bound is the smaller one for $r>s\sqrt\pi/2$, the second for $r<s\sqrt\pi/2$.
- The `Tendsto` statement with `𝓝[>] 0` says that $V(r)\to 2/(s\sqrt\pi)$ as $r$ approaches zero through positive values. The limit is needed because Lean evaluates `potential s 0` as $0$, through division by zero, and not as the contact value.

A further theorem, `potential_long_range`, states that $r\,V(r)\to1$ as $r\to\infty$, so the point charge is recovered far away.

## The charge cloud behind the formula

The density and the radial force on a positive unit test charge are

$$\rho(r)=\frac{e^{-(r/s)^2}}{(\sqrt\pi\,s)^3},\qquad
F(r)=\frac{2}{\sqrt\pi\,r^2}\left[G(r/s)-\frac rs\,e^{-(r/s)^2}\right].$$

The prefactor of $\rho$ gives the cloud unit total charge. The width follows the convention $e^{-(r/s)^2}$, so $s$ is $\sqrt2$ times the standard deviation along one Cartesian axis.

Two theorems tie $V$ to this cloud. `gauss_law` states that $\rho>0$ and $(r^2F)'=4\pi r^2\rho$, which is Gauss's law for a spherically symmetric charge. `force_spec` states that $V'=-F$ and $0<F<1/r^2$: the force is repulsive and weaker than that of a point charge. The step left to ordinary electrostatics is the identification of this radial $V$ with the three-dimensional Coulomb integral over $\rho$.

For an MM charge $q$ the potential is $qV$, and for $q<0$ the inequalities change direction. An electron near a single fixed cloud with $q>0$ has the potential energy $-qV$, which stays above $-2q/(s\sqrt\pi)$; for $q=1$ and $s=1$ bohr this floor is about $-1.13$ hartree. The bound concerns the interaction with that one cloud, and it says nothing about which width gives good energies.

## From the Gaussian integral to the potential

**Bounds on $G$.** The fundamental theorem of calculus gives $G'(x)=e^{-x^2}$. With the product rule,

$$\frac{d}{dx}\left[G(x)-x e^{-x^2}\right]=e^{-x^2}-e^{-x^2}+2x^2e^{-x^2}=2x^2e^{-x^2}.$$

The bracket vanishes at $x=0$ and its derivative is positive for $x>0$, so $x e^{-x^2}<G(x)$ there. Likewise $x-G(x)$ vanishes at zero and has the derivative $1-e^{-x^2}>0$ for $x>0$, so $G(x)<x$. The half-line Gaussian integral gives $G(x)\to\sqrt\pi/2$ as $x\to\infty$. Since $G$ increases strictly, $G(x)<G(x+1)\le\sqrt\pi/2$ for every $x$.

**Gauss's law.** The product $r^2F$ is $2/\sqrt\pi$ times the bracket above at $x=r/s$. The chain rule gives

$$(r^2F)'=\frac{2}{\sqrt\pi}\cdot\frac{2r^2}{s^2}e^{-(r/s)^2}\cdot\frac1s
=4\pi r^2\,\frac{e^{-(r/s)^2}}{\pi^{3/2}s^3}=4\pi r^2\rho(r).$$

**Slope of the potential.** The quotient rule gives

$$V'(r)=\frac{2}{\sqrt\pi}\left[\frac{e^{-(r/s)^2}}{s\,r}-\frac{G(r/s)}{r^2}\right]=-F(r).$$

The lower bound on $G$ makes $F$ positive, so $V$ is strictly decreasing. Leaving out the subtracted exponential term in $F$ and using $G<\sqrt\pi/2$ gives $F<1/r^2$.

**Upper bounds and contact limit.** The two upper bounds on $G$ become

$$V(r)<\frac{2}{\sqrt\pi\,r}\cdot\frac{\sqrt\pi}{2}=\frac1r,\qquad
V(r)<\frac{2}{\sqrt\pi\,r}\cdot\frac rs=\frac{2}{s\sqrt\pi}.$$

The lower bound on $G$ gives

$$\frac{2}{s\sqrt\pi}\,e^{-(r/s)^2}<V(r)<\frac{2}{s\sqrt\pi}.$$

As $r\to0$ the exponential tends to one, and $V$ is squeezed to the contact value.

**Long range.** Since $r\,V(r)=(2/\sqrt\pi)\,G(r/s)$ and $r/s\to\infty$, the product tends to one.

## The same steps in Lean

`hasDerivAt_gaussInt` applies the fundamental theorem of calculus to the continuous integrand, and `hasDerivAt_enclosed` differentiates the bracket. In `gaussInt_bounds`, both inequalities come from `strictMonoOn_of_deriv_pos` on $[0,\infty)$. It asks for a positive derivative only in the interior, which suits this case because both derivatives vanish at $x=0$.

`tendsto_gaussInt` takes the value $\sqrt\pi/2$ from Mathlib's Gaussian integral, and `gaussInt_lt` makes the comparison of $G(x)$ with $G(x+1)$. This intermediate point keeps the inequality strict, which a limit alone would not do.

In `gauss_law`, the auxiliary identity `key` does the algebra with a positive number `p` in place of $\sqrt\pi$; afterwards $p^2$ is replaced by $\pi$. The final lines cancel $r^2$ against the denominator of the force, which is legitimate in a neighbourhood of any $r>0$. `force_spec` writes the potential as a constant times $G(r/s)/r$, applies the quotient rule, and reads the sign of the force from `gaussInt_bounds`.

`potential_damped` first collects the upper bounds as `hb`. It then obtains monotonicity from the negative derivative through `strictAntiOn_of_deriv_neg`, and the contact limit from the squeeze theorem `tendsto_of_tendsto_of_tendsto_of_le_of_le'`. `potential_long_range` composes the limit of $G$ with $r/s\to\infty$.

## Vanishing width and negative width

If $r>0$ is held fixed and $s\to0$ through positive values, then $r/s\to\infty$ and $V(r)\to1/r$. The contact value $2/(s\sqrt\pi)$ grows without bound at the same time, so the Coulomb singularity returns in the narrow limit.

Replacing the hypothesis $s>0$ by $s\ne0$ would make the theorem false. Take $s=-1$: since $G$ is odd, the formula gives minus the potential for $s=1$. That function increases with $r$, and it lies above its contact value $-2/\sqrt\pi$ instead of below it.
